# Measuring a sum of Hermitian observables as one needs no more shots than independent separate measurements of equal precision

A quantum computer prepares a molecular trial state ψ, and the energy is the expectation value of a sum of observables. Observables A_j that all commute with one another can be read out together by one circuit in each shot. Their outcomes may then be correlated, and positive covariances add to the error. Could separate runs for each observable, with shots distributed optimally, reach the same precision with fewer shots in total?

For a noiseless pure state in finite dimension, they can't. Write ⟨A⟩ = ⟨ψ, Aψ⟩, Var(A) = ⟨A²⟩ − ⟨A⟩² and sd(A) = √Var(A). In the code, `d` labels basis states and `ι` labels observables.

```lean
import Mathlib

open Matrix

namespace MeasurementGrouping

noncomputable section

variable {d ι : Type*} [Fintype d] [Fintype ι]

/-- The real part of `⟨ψ, A ψ⟩`, which is the expectation value of a Hermitian `A`
in a unit vector `ψ`. -/
def expect (A : Matrix d d ℂ) (ψ : d → ℂ) : ℝ := (star ψ ⬝ᵥ A *ᵥ ψ).re

/-- The quantity `⟨A²⟩ - ⟨A⟩²`, which is the single-shot variance of a Hermitian `A` in a unit
vector `ψ`. -/
def variance (A : Matrix d d ℂ) (ψ : d → ℂ) : ℝ := expect (A * A) ψ - expect A ψ ^ 2

/-- The standard deviation, the square root of the variance. -/
def sd (A : Matrix d d ℂ) (ψ : d → ℂ) : ℝ := Real.sqrt (variance A ψ)

/-- The fluctuation vector `(A - ⟨A⟩) ψ`. -/
def fluct (A : Matrix d d ℂ) (ψ : d → ℂ) : EuclideanSpace ℂ d :=
  WithLp.toLp 2 (A *ᵥ ψ - (expect A ψ : ℂ) • ψ)
```

`separateError` takes the separate runs to be independent, so their variances add without covariances. This is built into the definition. Shot numbers n_j are real, which includes the integers.

```lean
/-- The squared statistical error of the estimate of `∑ A j` when each `A j` is measured
independently with `n j` shots, for Hermitian `A j`, a unit vector `ψ` and positive `n j`. -/
def separateError (A : ι → Matrix d d ℂ) (ψ : d → ℂ) (n : ι → ℝ) : ℝ :=
  ∑ j, variance (A j) ψ / n j
```

## Hermitian observables and a normalised state

Hermiticity (`hA`) means real measured values; ⟨ψ, ψ⟩ = 1 (`hψ`) means total probability one. By hand, both enter when the fluctuation vector δ(A) = (A − a)ψ, with a = ⟨A⟩, is squared:

‖δ(A)‖² = ⟨A²⟩ − 2a⟨A⟩ + a²⟨ψ, ψ⟩ = ⟨A²⟩ − a² = Var(A).

Hermiticity moves A from bra to ket, which is `hs` in the proof; normalisation simplifies the last term in `hexp`.

```lean
/-- For a Hermitian observable and a unit vector, the variance is the squared length of the
fluctuation vector. -/
theorem variance_eq_norm_sq {A : Matrix d d ℂ} (hA : A.IsHermitian) {ψ : d → ℂ}
    (hψ : star ψ ⬝ᵥ ψ = 1) : variance A ψ = ‖fluct A ψ‖ ^ 2 := by
  have hnorm : ∀ v : d → ℂ, ‖(WithLp.toLp 2 v : EuclideanSpace ℂ d)‖ ^ 2
      = (star v ⬝ᵥ v).re := by
    intro v
    rw [EuclideanSpace.norm_sq_eq]
    simp only [dotProduct, Complex.re_sum]
    refine Finset.sum_congr rfl fun i _ => ?_
    show ‖v i‖ ^ 2 = (star (v i) * v i).re
    rw [Complex.sq_norm, Complex.normSq_apply]
    simp only [Complex.star_def, Complex.mul_re, Complex.conj_re, Complex.conj_im]
    ring
  -- hermiticity moves `A` from the bra to the ket
  have hs : ∀ w, star (A *ᵥ ψ) ⬝ᵥ w = star ψ ⬝ᵥ A *ᵥ w := by
    intro w
    rw [Matrix.star_mulVec, hA.eq, ← Matrix.dotProduct_mulVec]
  have hexp : ∀ e : ℝ, star (A *ᵥ ψ - (e : ℂ) • ψ) ⬝ᵥ (A *ᵥ ψ - (e : ℂ) • ψ)
      = star ψ ⬝ᵥ (A * A) *ᵥ ψ - ((2 * e : ℝ) : ℂ) * (star ψ ⬝ᵥ A *ᵥ ψ)
        + ((e ^ 2 : ℝ) : ℂ) := by
    intro e
    simp only [star_sub, star_smul, sub_dotProduct, dotProduct_sub, smul_dotProduct,
      dotProduct_smul, hs, Matrix.mulVec_mulVec, hψ,
      smul_eq_mul, Complex.star_def, Complex.conj_ofReal]
    push_cast
    ring
  rw [fluct, hnorm, hexp, Complex.add_re, Complex.sub_re, Complex.re_ofReal_mul,
    Complex.ofReal_re]
  show expect (A * A) ψ - expect A ψ ^ 2
    = expect (A * A) ψ - 2 * expect A ψ * expect A ψ + expect A ψ ^ 2
  ring
```

Since δ is additive in A, the triangle inequality gives

sd(∑ A_j) = ‖∑ δ(A_j)‖ ≤ ∑ ‖δ(A_j)‖ = ∑ sd(A_j).

```lean
/-- The fluctuation vector of a sum of observables is the sum of their fluctuation vectors. -/
theorem fluct_sum (A : ι → Matrix d d ℂ) (ψ : d → ℂ) :
    fluct (∑ j, A j) ψ = ∑ j, fluct (A j) ψ := by
  have hadd : ∀ M N : Matrix d d ℂ, fluct (M + N) ψ = fluct M ψ + fluct N ψ := by
    intro M N
    have he : expect (M + N) ψ = expect M ψ + expect N ψ := by
      simp only [expect, Matrix.add_mulVec, dotProduct_add, Complex.add_re]
    unfold fluct
    rw [← WithLp.toLp_add, he, Matrix.add_mulVec, Complex.ofReal_add]
    congr 1
    module
  exact map_sum (AddMonoidHom.mk' (fun M => fluct M ψ) hadd) A Finset.univ

/-- For Hermitian observables and a unit vector, the standard deviation of the sum is at most
the sum of the standard deviations. -/
theorem sd_sum_le {A : ι → Matrix d d ℂ} (hA : ∀ j, (A j).IsHermitian) {ψ : d → ℂ}
    (hψ : star ψ ⬝ᵥ ψ = 1) : sd (∑ j, A j) ψ ≤ ∑ j, sd (A j) ψ := by
  have hsd : ∀ M : Matrix d d ℂ, M.IsHermitian → sd M ψ = ‖fluct M ψ‖ := by
    intro M hM
    rw [sd, variance_eq_norm_sq hM hψ, Real.sqrt_sq (norm_nonneg _)]
  have hsum : (∑ j, A j).IsHermitian := by
    unfold Matrix.IsHermitian
    rw [Matrix.conjTranspose_sum]
    exact Finset.sum_congr rfl fun j _ => (hA j).eq
  rw [hsd _ hsum, fluct_sum, Finset.sum_congr rfl fun j _ => hsd (A j) (hA j)]
  -- triangle inequality for the fluctuation vectors
  exact norm_sum_le _ _
```

The proof turns on `WithLp.toLp 2`. In Mathlib a plain function `d → ℂ` carries the maximum norm, whose square is not the variance. `toLp 2` places the same components in `EuclideanSpace`, where `norm_sum_le` is the triangle inequality needed here.

Both hypotheses matter. In the state |0⟩, the non-Hermitian matrices |0⟩⟨1| and |1⟩⟨0| each have sd 0 by the formula, but their sum, Pauli X, has sd 1. With the unnormalised vector √2|0⟩, X + 1 and X − 1 each give 0, while their sum gives 2√2.

## Positive shot numbers and at least one observable

Every observable must be measured (`hn`), and there must be something to measure (`Nonempty ι`). Together these make the total N = ∑ n_j positive. With s_j = sd(A_j), S = ∑ s_j and t = S/N,

0 ≤ (s_j − t n_j)²/n_j = s_j²/n_j − 2t s_j + t² n_j.

Summing over j gives

∑ s_j²/n_j ≥ 2tS − t²N = S²/N.

The proof's `key` is this square, and `hN` permits division by N. Without `hn`, an unmeasured observable would count as error-free, because Lean sets x/0 = 0.

```lean
/-- For Hermitian observables, a unit vector and positive shot numbers, separate measurements
have squared error at least `(∑ sd)²` divided by the total number of shots. -/
theorem separateError_ge [Nonempty ι] {A : ι → Matrix d d ℂ}
    (hA : ∀ j, (A j).IsHermitian) {ψ : d → ℂ} (hψ : star ψ ⬝ᵥ ψ = 1)
    {n : ι → ℝ} (hn : ∀ j, 0 < n j) :
    (∑ j, sd (A j) ψ) ^ 2 / ∑ j, n j ≤ separateError A ψ n := by
  have hN : 0 < ∑ j, n j := Finset.sum_pos (fun j _ => hn j) Finset.univ_nonempty
  obtain ⟨t, ht⟩ : ∃ t, t = (∑ j, sd (A j) ψ) / ∑ j, n j := ⟨_, rfl⟩
  have htN : t * ∑ j, n j = ∑ j, sd (A j) ψ := by
    rw [ht, div_mul_cancel₀ _ hN.ne']
  -- complete the square for each observable
  have key : ∀ j, 2 * t * sd (A j) ψ - t ^ 2 * n j ≤ variance (A j) ψ / n j := by
    intro j
    have hv : sd (A j) ψ ^ 2 = variance (A j) ψ :=
      Real.sq_sqrt (by rw [variance_eq_norm_sq (hA j) hψ]; positivity)
    rw [← hv, le_div_iff₀ (hn j)]
    nlinarith [sq_nonneg (sd (A j) ψ - t * n j)]
  have hsum := Finset.sum_le_sum fun j (_ : j ∈ Finset.univ) => key j
  rw [Finset.sum_sub_distrib, ← Finset.mul_sum, ← Finset.mul_sum] at hsum
  refine le_trans (le_of_eq ?_) hsum
  rw [← htN, div_eq_iff hN.ne']
  ring
```

## Nonzero spread in the optimal allocation

The bound is attained by n_j = s_j S/ε², where ε is the target error:

∑ n_j = S²/ε²,  ∑ s_j²/n_j = ∑ s_j ε²/S = ε².

The hypothesis `h` says that ψ gives every observable some spread; the proof uses it to cancel s_j and S. The algebra needs neither Hermiticity nor normalisation, but reading the result as a statistical error needs both. If s_j = 0, the formula assigns no shots to A_j, although its certain value must still be read once.

```lean
/-- If there is at least one observable, all standard deviations are positive and `ε > 0`, then shot
numbers `sd j * (∑ sd) / ε²` add up to `(∑ sd)² / ε²` and give separate measurements the squared
error `ε²`. -/
theorem optimal_allocation [Nonempty ι] {A : ι → Matrix d d ℂ} {ψ : d → ℂ}
    (h : ∀ j, 0 < sd (A j) ψ) {ε : ℝ} (hε : 0 < ε) :
    ∑ j, sd (A j) ψ * (∑ k, sd (A k) ψ) / ε ^ 2 = (∑ k, sd (A k) ψ) ^ 2 / ε ^ 2 ∧
    separateError A ψ (fun j => sd (A j) ψ * (∑ k, sd (A k) ψ) / ε ^ 2) = ε ^ 2 := by
  have hpos : 0 < ∑ k, sd (A k) ψ := Finset.sum_pos (fun j _ => h j) Finset.univ_nonempty
  obtain ⟨S, hS⟩ : ∃ S, S = ∑ k, sd (A k) ψ := ⟨_, rfl⟩
  rw [← hS] at hpos ⊢
  constructor
  · rw [← Finset.sum_div, ← Finset.sum_mul, ← hS, sq S]
  · have hterm : ∀ j, variance (A j) ψ / (sd (A j) ψ * S / ε ^ 2)
        = sd (A j) ψ * (ε ^ 2 / S) := by
      intro j
      have hv : sd (A j) ψ ^ 2 = variance (A j) ψ :=
        Real.sq_sqrt (Real.sqrt_pos.mp (h j)).le
      have h1 := (h j).ne'
      have h2 := hpos.ne'
      have h3 := hε.ne'
      rw [← hv]
      field_simp
    unfold separateError
    rw [Finset.sum_congr rfl fun j _ => hterm j, ← Finset.sum_mul, ← hS,
      mul_div_cancel₀ _ hpos.ne']
```

## A positive target error

At equal total shots, the two inequalities combine to

Var(∑ A_j)/N ≤ S²/N ≤ ∑ Var(A_j)/n_j.

```lean
/-- For Hermitian observables, a unit vector and positive shot numbers, measuring the sum as one
observable with the same total number of shots has no larger squared error. -/
theorem joint_error_le [Nonempty ι] {A : ι → Matrix d d ℂ}
    (hA : ∀ j, (A j).IsHermitian) {ψ : d → ℂ} (hψ : star ψ ⬝ᵥ ψ = 1)
    {n : ι → ℝ} (hn : ∀ j, 0 < n j) :
    variance (∑ j, A j) ψ / ∑ j, n j ≤ separateError A ψ n := by
  have hN : 0 < ∑ j, n j := Finset.sum_pos (fun j _ => hn j) Finset.univ_nonempty
  have hv : variance (∑ j, A j) ψ ≤ (∑ j, sd (A j) ψ) ^ 2 :=
    (Real.sqrt_le_left (Finset.sum_nonneg fun j _ => Real.sqrt_nonneg _)).mp
      (sd_sum_le hA hψ)
  exact (div_le_div_of_nonneg_right hv hN.le).trans (separateError_ge hA hψ hn)
```

If the right-hand side is at most ε², multiplying by N and dividing by ε² gives Var(∑ A_j)/ε² ≤ N. The division uses `hε`. At ε = 0 no finite number of shots would suffice unless the variance vanished.

```lean
/-- If separate measurements of Hermitian observables in a unit vector, with positive shot
numbers, reach precision `ε > 0`, then the shots `Var(∑ A j) / ε²` needed to measure the sum as
one observable do not exceed their total. -/
theorem joint_shots_le [Nonempty ι] {A : ι → Matrix d d ℂ}
    (hA : ∀ j, (A j).IsHermitian) {ψ : d → ℂ} (hψ : star ψ ⬝ᵥ ψ = 1)
    {n : ι → ℝ} (hn : ∀ j, 0 < n j) {ε : ℝ} (hε : 0 < ε)
    (h : separateError A ψ n ≤ ε ^ 2) :
    variance (∑ j, A j) ψ / ε ^ 2 ≤ ∑ j, n j := by
  have hN : 0 < ∑ j, n j := Finset.sum_pos (fun j _ => hn j) Finset.univ_nonempty
  have h1 := (div_le_iff₀ hN).mp ((joint_error_le hA hψ hn).trans h)
  rw [div_le_iff₀ (pow_pos hε 2)]
  linarith
```

## Nonnegative multiples of one observable

For A_j = c_j B with c_j ≥ 0, the fluctuations all point the same way and nothing cancels:

sd(∑ c_j B) = |∑ c_j| sd(B) = ∑ |c_j| sd(B) = ∑ sd(c_j B).

The sign condition `hc` removes the absolute values. Without it equality can fail: B and −B sum to zero, which has no spread.

```lean
/-- Rescaling an observable by a real number `c` rescales its standard deviation by `|c|`. -/
theorem sd_smul (c : ℝ) (B : Matrix d d ℂ) (ψ : d → ℂ) :
    sd ((c : ℂ) • B) ψ = |c| * sd B ψ := by
  have he : ∀ (r : ℝ) (M : Matrix d d ℂ), expect ((r : ℂ) • M) ψ = r * expect M ψ := by
    intro r M
    simp only [expect, Matrix.smul_mulVec, dotProduct_smul, smul_eq_mul,
      Complex.re_ofReal_mul]
  have hv : variance ((c : ℂ) • B) ψ = c ^ 2 * variance B ψ := by
    unfold variance
    rw [Matrix.smul_mul, Matrix.mul_smul, smul_smul, ← Complex.ofReal_mul, he, he]
    ring
  rw [sd, hv, Real.sqrt_mul (sq_nonneg c), Real.sqrt_sq_eq_abs, sd]

/-- For nonnegative multiples of one observable, the standard deviation of the sum equals the
sum of the standard deviations. -/
theorem sd_sum_eq_of_multiples {c : ι → ℝ} (hc : ∀ j, 0 ≤ c j) (B : Matrix d d ℂ)
    (ψ : d → ℂ) : sd (∑ j, (c j : ℂ) • B) ψ = ∑ j, sd ((c j : ℂ) • B) ψ := by
  rw [← Finset.sum_smul, ← Complex.ofReal_sum, sd_smul,
    abs_of_nonneg (Finset.sum_nonneg fun j _ => hc j), Finset.sum_mul]
  refine Finset.sum_congr rfl fun j _ => ?_
  rw [sd_smul, abs_of_nonneg (hc j)]

end

end MeasurementGrouping
```

```lean
#print axioms MeasurementGrouping.optimal_allocation
#print axioms MeasurementGrouping.joint_shots_le
#print axioms MeasurementGrouping.sd_sum_eq_of_multiples
```

```
'MeasurementGrouping.optimal_allocation' depends on axioms: [propext, Classical.choice, Quot.sound]
'MeasurementGrouping.joint_shots_le' depends on axioms: [propext, Classical.choice, Quot.sound]
'MeasurementGrouping.sd_sum_eq_of_multiples' depends on axioms: [propext, Classical.choice, Quot.sound]
```

## Commuting Pauli terms in an energy estimate

No theorem here assumes commutation. It is what lets one circuit read out all the A_j and so measure their sum. For a group of commuting Pauli strings P_j with real coefficients h_j, A_j = h_j P_j. Each shot yields signs p_j = ±1, from which the single number ∑ h_j p_j can be computed. The sample variance of these numbers, divided by the number of shots, estimates the squared error with all covariances included. Gate noise and the cost of the basis-change circuit are not counted in this comparison.
